# Triangular Hyperfine Line Weights for Two Equivalent Nuclei to First Order

Number the levels of a nucleus of spin I by a = 0, …, n − 1, where n = 2I + 1, so that level a has magnetic quantum number m = a − (n − 1)/2. Two equivalent nuclei with hyperfine constant A shift the electron resonance by A(m₁ + m₂), and the weight of a line is the number of nuclear configurations that have its shift.

```lean
import Mathlib

open Finset

namespace EquivalentNucleiHyperfine

noncomputable section

/-- Magnetic quantum number of level `a` of a nucleus with `n = 2I + 1` levels,
running from `-I` to `I` in unit steps. -/
def magneticNumber (n : ℕ) (a : Fin n) : ℝ := ((a : ℕ) : ℝ) - ((n : ℝ) - 1) / 2

/-- First-order hyperfine shift `A (m₁ + m₂)` of the electron resonance for a
configuration of two equivalent nuclei. -/
def hyperfineShift (A : ℝ) (n : ℕ) (p : Fin n × Fin n) : ℝ :=
  A * (magneticNumber n p.1 + magneticNumber n p.2)

/-- Position of the hyperfine line number `k`, counted from total nuclear projection `-2I`. -/
def linePosition (A : ℝ) (n k : ℕ) : ℝ := A * ((k : ℝ) - ((n : ℝ) - 1))

/-- Statistical weight of the spectrum at shift `s`: the number of nuclear
configurations with that shift. -/
def lineWeight (A : ℝ) (n : ℕ) (s : ℝ) : ℕ :=
  (univ.filter fun p : Fin n × Fin n => hyperfineShift A n p = s).card

/-- For nonzero coupling, a configuration contributes to line `k` exactly when its two
level indices add up to `k`. -/
theorem shift_eq_linePosition_iff {A : ℝ} (hA : A ≠ 0) {n : ℕ} (p : Fin n × Fin n) (k : ℕ) :
    hyperfineShift A n p = linePosition A n k ↔ (p.1 : ℕ) + (p.2 : ℕ) = k := by
  unfold hyperfineShift linePosition magneticNumber
  constructor
  · intro h
    have h' := mul_left_cancel₀ hA h
    have h2 : ((p.1 : ℕ) : ℝ) + ((p.2 : ℕ) : ℝ) = (k : ℝ) := by linarith
    exact_mod_cast h2
  · intro h
    have h2 : ((p.1 : ℕ) : ℝ) + ((p.2 : ℕ) : ℝ) = (k : ℝ) := by exact_mod_cast h
    rw [← h2]
    ring

/-- For `k + 2 ≤ 2n`, the number of pairs of levels whose indices add up to `k` is `n - |k - (n -
1)|`. -/
theorem card_level_pairs {n k : ℕ} (hk : k + 2 ≤ 2 * n) :
    ((univ.filter fun p : Fin n × Fin n => (p.1 : ℕ) + (p.2 : ℕ) = k).card : ℤ)
      = (n : ℤ) - |(k : ℤ) - ((n : ℤ) - 1)| := by
  -- The first level fixes the second, and ranges over an interval.
  have h : (univ.filter fun p : Fin n × Fin n => (p.1 : ℕ) + (p.2 : ℕ) = k).card
      = (Finset.Icc (k + 1 - n) (min k (n - 1))).card := by
    apply Finset.card_bij (fun p _ => (p.1 : ℕ))
    · intro p hp
      have hp' := (Finset.mem_filter.mp hp).2
      have h1 := p.1.isLt
      have h2 := p.2.isLt
      exact Finset.mem_Icc.mpr ⟨by omega, by omega⟩
    · intro p hp q hq hpq
      have hp' := (Finset.mem_filter.mp hp).2
      have hq' := (Finset.mem_filter.mp hq).2
      have h1 : (p.1 : ℕ) = (q.1 : ℕ) := hpq
      exact Prod.ext (Fin.ext h1) (Fin.ext (by omega))
    · intro a ha
      have ha' := Finset.mem_Icc.mp ha
      refine ⟨(⟨a, by omega⟩, ⟨k - a, by omega⟩), ?_, rfl⟩
      refine Finset.mem_filter.mpr ⟨Finset.mem_univ _, ?_⟩
      show a + (k - a) = k
      omega
  rw [h, Nat.card_Icc]
  -- The rising and falling sides of the triangle.
  rcases abs_cases ((k : ℤ) - ((n : ℤ) - 1)) with ⟨h1, h2⟩ | ⟨h1, h2⟩ <;> rw [h1] <;> omega

/-- For nonzero coupling and `k + 2 ≤ 2n`, two equivalent nuclei with `n = 2I + 1` levels each give
hyperfine lines of triangular weights: line `k` has weight `n - |k - (n - 1)|`. -/
theorem lineWeight_triangular {A : ℝ} (hA : A ≠ 0) {n k : ℕ} (hk : k + 2 ≤ 2 * n) :
    (lineWeight A n (linePosition A n k) : ℤ) = (n : ℤ) - |(k : ℤ) - ((n : ℤ) - 1)| := by
  unfold lineWeight
  simp only [shift_eq_linePosition_iff hA]
  exact card_level_pairs hk

/-- For nonzero coupling and `n ≥ 1`, the number of distinct hyperfine shifts of two equivalent
nuclei is `2n - 1`. -/
theorem number_of_lines {A : ℝ} (hA : A ≠ 0) {n : ℕ} (hn : 0 < n) :
    (univ.image (hyperfineShift A n)).card + 1 = 2 * n := by
  -- The shifts that occur are exactly the line positions with `k < 2n - 1`.
  have himg : univ.image (hyperfineShift A n)
      = (range (2 * n - 1)).image (linePosition A n) := by
    ext s
    simp only [Finset.mem_image, Finset.mem_univ, true_and, Finset.mem_range]
    constructor
    · rintro ⟨p, rfl⟩
      have h1 := p.1.isLt
      have h2 := p.2.isLt
      exact ⟨(p.1 : ℕ) + (p.2 : ℕ), by omega,
        ((shift_eq_linePosition_iff hA p _).2 rfl).symm⟩
    · rintro ⟨k, hk, rfl⟩
      refine ⟨(⟨min k (n - 1), by omega⟩, ⟨k - min k (n - 1), by omega⟩), ?_⟩
      refine (shift_eq_linePosition_iff hA _ k).2 ?_
      show min k (n - 1) + (k - min k (n - 1)) = k
      omega
  -- Different line numbers give different positions.
  have hinj : Function.Injective (linePosition A n) := by
    intro j k h
    unfold linePosition at h
    have h' := mul_left_cancel₀ hA h
    have h2 : (j : ℝ) = (k : ℝ) := by linarith
    exact_mod_cast h2
  rw [himg, Finset.card_image_of_injective _ hinj, Finset.card_range]
  omega

/-- For nonzero coupling, no line `k` with `k + 2 ≤ 2n` has weight above `n`, and only the unshifted
central line reaches it. -/
theorem central_line_strongest {A : ℝ} (hA : A ≠ 0) {n k : ℕ} (hk : k + 2 ≤ 2 * n) :
    lineWeight A n (linePosition A n k) ≤ n ∧
      (lineWeight A n (linePosition A n k) = n ↔ linePosition A n k = 0) := by
  have hw := lineWeight_triangular hA hk
  have hpos : linePosition A n k = 0 ↔ k + 1 = n := by
    unfold linePosition
    rw [mul_eq_zero, or_iff_right hA]
    constructor
    · intro h
      have h2 : (k : ℝ) + 1 = (n : ℝ) := by linarith
      exact_mod_cast h2
    · intro h
      have h2 : (k : ℝ) + 1 = (n : ℝ) := by exact_mod_cast h
      linarith
  rw [hpos]
  rcases abs_cases ((k : ℤ) - ((n : ℤ) - 1)) with ⟨h1, h2⟩ | ⟨h1, h2⟩ <;>
    rw [h1] at hw <;> constructor <;> omega

/-- Without hyperfine coupling all `n²` nuclear configurations fall on a single
unshifted line. -/
theorem uncoupled_collapse (n : ℕ) : lineWeight 0 n 0 = n ^ 2 := by
  simp [lineWeight, hyperfineShift, sq]

/-- For nonzero coupling, the lines `k = 0, …, 6` of two equivalent nuclei with four levels each
(spin 3/2) have weights 1, 2, 3, 4, 3, 2, 1. -/
theorem vk_centre_pattern {A : ℝ} (hA : A ≠ 0) :
    (List.range 7).map (fun k => lineWeight A 4 (linePosition A 4 k))
      = [1, 2, 3, 4, 3, 2, 1] := by
  have h : ∀ k : ℕ, k + 2 ≤ 2 * 4 → (lineWeight A 4 (linePosition A 4 k) : ℤ)
      = ((4 : ℕ) : ℤ) - |(k : ℤ) - (((4 : ℕ) : ℤ) - 1)| :=
    fun k hk => lineWeight_triangular hA hk
  -- Evaluate the triangular formula line by line.
  have h0 : lineWeight A 4 (linePosition A 4 0) = 1 := by
    have := h 0 (by norm_num); norm_num at this; exact_mod_cast this
  have h1 : lineWeight A 4 (linePosition A 4 1) = 2 := by
    have := h 1 (by norm_num); norm_num at this; exact_mod_cast this
  have h2 : lineWeight A 4 (linePosition A 4 2) = 3 := by
    have := h 2 (by norm_num); norm_num at this; exact_mod_cast this
  have h3 : lineWeight A 4 (linePosition A 4 3) = 4 := by
    have := h 3 (by norm_num); norm_num at this; exact_mod_cast this
  have h4 : lineWeight A 4 (linePosition A 4 4) = 3 := by
    have := h 4 (by norm_num); norm_num at this; exact_mod_cast this
  have h5 : lineWeight A 4 (linePosition A 4 5) = 2 := by
    have := h 5 (by norm_num); norm_num at this; exact_mod_cast this
  have h6 : lineWeight A 4 (linePosition A 4 6) = 1 := by
    have := h 6 (by norm_num); norm_num at this; exact_mod_cast this
  have hr : List.range 7 = [0, 1, 2, 3, 4, 5, 6] := by decide
  rw [hr]
  simp only [List.map_cons, List.map_nil, h0, h1, h2, h3, h4, h5, h6]

end

end EquivalentNucleiHyperfine
```

```lean
#print axioms EquivalentNucleiHyperfine.lineWeight_triangular
#print axioms EquivalentNucleiHyperfine.central_line_strongest
#print axioms EquivalentNucleiHyperfine.uncoupled_collapse
#print axioms EquivalentNucleiHyperfine.vk_centre_pattern
```

```
'EquivalentNucleiHyperfine.lineWeight_triangular' depends on axioms: [propext, Classical.choice, Quot.sound]
'EquivalentNucleiHyperfine.central_line_strongest' depends on axioms: [propext, Classical.choice, Quot.sound]
'EquivalentNucleiHyperfine.uncoupled_collapse' depends on axioms: [propext, Classical.choice, Quot.sound]
'EquivalentNucleiHyperfine.vk_centre_pattern' depends on axioms: [propext, Classical.choice, Quot.sound]
```

## Line positions and their weights

The central statement is `lineWeight_triangular`. For A ≠ 0 and 0 ≤ k ≤ 2n − 2, the line at

A(k − (n − 1))

arises from exactly

n − |k − (n − 1)|

configurations. The bound on k is written `k + 2 ≤ 2 * n`, which avoids subtraction of natural numbers and forces n ≥ 1. The weight is a natural number, read as an integer so that the right-hand side can be written with an ordinary absolute value.

Four further theorems describe the spectrum:

- `number_of_lines`: for A ≠ 0 and n ≥ 1 there are 2n − 1 distinct shifts, stated as "the number of shifts plus one equals 2n".
- `central_line_strongest`: for A ≠ 0 no line has weight above n, and a line has weight n exactly when its shift is zero.
- `uncoupled_collapse`: for A = 0 all n² configurations have zero shift. The triangular formula therefore fails without coupling as soon as n ≥ 2.
- `vk_centre_pattern`: for n = 4 and A ≠ 0 the weights for k = 0, …, 6 are 1, 2, 3, 4, 3, 2, 1.

## From the spin Hamiltonian to a count

The shift comes from the first-order hyperfine energy A m_S (m₁ + m₂) of an electron spin coupled to both nuclei. In an allowed EPR transition m_S goes from −1/2 to +1/2 while m₁ and m₂ stay fixed, so the transition energy changes by

A(m₁ + m₂)[1/2 − (−1/2)] = A(m₁ + m₂).

The file starts from this shift, as `hyperfineShift`; the Hamiltonian and the perturbation theory are not formalised. A level is an element of `Fin n`, a configuration is a pair `p : Fin n × Fin n`, and equivalence of the nuclei means that both have the same n and the same real constant A. The definition `lineWeight` counts the configurations whose real-valued shift equals a given number, so the integer condition on level indices is derived from the spectrum.

Weights become relative intensities if all nuclear configurations are equally populated and have the same transition probability. Line widths, second-order shifts and forbidden transitions are absent from the model.

In the V_K centre of an alkali chloride, a hole is shared by two chloride ions, whose nuclei have spin 3/2. The seven-line pattern applies when both nuclei are the same isotope, with A the effective coupling at a fixed field direction. Within this first-order model, equal coupling to the two nuclei implies the pattern, but the pattern alone does not prove that there are two such nuclei: four spin-1/2 nuclei with couplings A, A, 2A and 2A give the same positions and weights.

## Counting the pairs on one line

Let a and b be the level indices of the two nuclei, `p.1` and `p.2` in Lean. Adding the magnetic quantum numbers gives

m₁ + m₂ = a + b − (n − 1).

A configuration lies on line k when

A(a + b − (n − 1)) = A(k − (n − 1)).

Since A ≠ 0, it can be divided out, which leaves a + b = k. This is `shift_eq_linePosition_iff`: `mul_left_cancel₀` removes A, `linarith` removes the common offset, and `exact_mod_cast` carries the equation from the reals back to the natural numbers.

It remains to count the pairs with a + b = k. The first index fixes the second, b = k − a, and the condition 0 ≤ b ≤ n − 1 becomes k − (n − 1) ≤ a ≤ k. Together with 0 ≤ a ≤ n − 1 this gives

max(0, k + 1 − n) ≤ a ≤ min(k, n − 1).

On the rising side, k ≤ n − 1, the index a runs from 0 to k, so the number of pairs is

k + 1 = n − ((n − 1) − k).

On the falling side, k ≥ n − 1, it runs from k + 1 − n to n − 1, so the number is

2n − 1 − k = n − (k − (n − 1)).

Both are n − |k − (n − 1)|.

The lemma `card_level_pairs` follows the same route. `Finset.card_bij` matches each pair with its first index and asks for three things: that the index lies in the interval, that it determines the pair, and that every index in the interval occurs. In the lower end `k + 1 - n`, natural-number subtraction stops at zero and so supplies the maximum. `abs_cases` then separates the two sides of the triangle, and `omega` does the integer arithmetic. The main theorem rewrites the condition on shifts as a + b = k and applies this count.

For the number of lines, every k from 0 to 2n − 2 occurs, because a = min(k, n − 1) and b = k − a are both valid levels. Different k give different positions when A ≠ 0, so there are 2n − 1 lines. For the strongest line, the weight is n minus a non-negative number, which vanishes only at k = n − 1, where the shift is zero. The V_K pattern follows by evaluating the formula at k = 0, …, 6.

## Two spin-1 nuclei by hand

Take n = 3 and A = 2 in arbitrary units. The levels 0, 1, 2 have m = −1, 0, 1, and the nine configurations are distributed as follows:

- k = 0, shift −4: (0,0), weight 1
- k = 1, shift −2: (0,1), (1,0), weight 2
- k = 2, shift 0: (0,2), (1,1), (2,0), weight 3
- k = 3, shift 2: (1,2), (2,1), weight 2
- k = 4, shift 4: (2,2), weight 1

At k = 3 the formula gives 3 − |3 − 2| = 2, in agreement with the list, and the weights add up to 3² = 9.
